# Freezing Part of a Finite Connected Exchange Ferromagnet Opens a Magnon Gap

Suppose a spin-dynamics calculation follows only the spins in a region of interest and holds the surrounding ones fixed along the magnetisation. The exchange is isotropic, with no anisotropy and no applied field, so turning all the spins together costs nothing and the whole magnet has a spin-wave mode of zero frequency. Does the region that is still allowed to move keep such a mode?

It does not. If the magnet is finite and connected, and all its bonds are ferromagnetic, a single frozen spin is enough to make every linear mode of the free spins cost energy. The resulting gap comes from the constraint and not from any anisotropy in the interactions.

## Torque on slightly tilted spins

Label the spins by \(i\) in a finite set \(V\), and let \(J_{ij}=J_{ji}\) be positive on the bonds of a graph and zero elsewhere. The energy is \(H=-\tfrac12\sum_{ij}J_{ij}\,\mathbf S_i\cdot\mathbf S_j\), and the exchange field on spin \(i\) is \(\mathbf B_i=\sum_j J_{ij}\mathbf S_j\). For small tilts from the \(z\) axis write \(\mathbf S_i=(u_i,v_i,S)\), where the change of the longitudinal component \(S\) is of second order and is neglected. Define the exchange Laplacian by

\[
L_{ij}=\delta_{ij}\sum_k J_{ik}-J_{ij},\qquad (Lx)_i=\sum_j J_{ij}(x_i-x_j).
\]

The second formula shows that \(L\) annihilates the uniform vector. The transverse torque is

\[
(\mathbf S_i\times\mathbf B_i)_x=v_i\,S\sum_jJ_{ij}-S\sum_jJ_{ij}v_j=S(Lv)_i,
\]
\[
(\mathbf S_i\times\mathbf B_i)_y=S\sum_jJ_{ij}u_j-u_i\,S\sum_jJ_{ij}=-S(Lu)_i .
\]

With \(\hbar=1\) and the precession law \(\dot{\mathbf S}_i=\mathbf S_i\times\mathbf B_i\), an eigenvector of \(L\) with eigenvalue \(\mu\) precesses at frequency \(S\mu\).

Now let \(F\) be the set of frozen spins, which have \(u_i=v_i=0\). The free spins obey the same equations with \(L\) replaced by \(L_F\), the matrix obtained by deleting the rows and columns in \(F\). Its diagonal still contains the couplings to the frozen spins, which act on their free neighbours like a fixed field along \(z\). For two spins with coupling \(J\), \(L\) has eigenvalues \(0\) and \(2J\). With one of the spins frozen, \(L_F\) is the single number \(J\).

## A frozen spin excludes zero energy

By the formula for \(Lx\),

\[
x\cdot Lx=\sum_{ij}J_{ij}x_i(x_i-x_j)=\sum_{ij}J_{ij}x_j(x_j-x_i),
\]

where the second form exchanges the names \(i,j\) and uses the symmetry of \(J\). Half the sum of the two forms is

\[
x\cdot Lx=\tfrac12\sum_{ij}J_{ij}(x_i-x_j)^2\ge 0 .
\]

Let \(y\) be a deviation of the free spins, and let \(x\) equal \(y\) on the free spins and zero on \(F\). The terms from \(F\) vanish, so \(y\cdot L_Fy=x\cdot Lx\ge0\). If this is zero, every term in the sum is zero, and \(x_i=x_j\) across each bond. Following bonds through the connected graph, \(x\) is uniform. It vanishes on a frozen spin, so it vanishes everywhere and \(y=0\). Hence \(L_F\) is positive definite.

If at least one spin is free, the vectors with \(y\cdot y=1\) form a nonempty compact set, on which the continuous function \(y\cdot L_Fy\) attains a minimum \(\Delta\). The minimiser is not zero, so \(\Delta>0\). By the Rayleigh–Ritz principle \(\Delta\) is the lowest eigenvalue of \(L_F\), and the lowest frequency is \(S\Delta\); the Lean theorem below stops at the attained minimum and does not identify it with an eigenvalue.

## Couplings and matrices in Lean

The type `V` labels the spins, and the graph `G` records which of them are coupled.

```lean
import Mathlib

open Matrix

namespace FrozenSpinGap

variable {V : Type*} [Fintype V] [DecidableEq V]

/-- Ferromagnetic exchange on a graph: symmetric couplings, positive on the bonds and zero
elsewhere. -/
structure IsFerromagnet (G : SimpleGraph V) (J : V → V → ℝ) : Prop where
  symm : ∀ i j, J i j = J j i
  pos : ∀ i j, G.Adj i j → 0 < J i j
  zero : ∀ i j, ¬ G.Adj i j → J i j = 0
```

The structure `IsFerromagnet` collects the assumptions on the exchange. Its condition `pos` stands for exchange that favours parallel alignment on every bond. Since a simple graph has no loops, `zero` also excludes a coupling of a spin to itself.

```lean
/-- The exchange Laplacian: total coupling of each spin on the diagonal, minus the couplings. -/
def exchangeLaplacian (J : V → V → ℝ) : Matrix V V ℝ :=
  Matrix.diagonal (fun i => ∑ k, J i k) - Matrix.of J

/-- The matrix left for the free spins when the rows and columns of the frozen set `F` are
deleted from the exchange Laplacian. -/
def frozenLaplacian (J : V → V → ℝ) (F : Finset V) :
    Matrix {i // i ∉ F} {i // i ∉ F} ℝ :=
  (exchangeLaplacian J).submatrix Subtype.val Subtype.val
```

The index type `{i // i ∉ F}` consists of the free spins. The submatrix is taken after the full Laplacian has been formed, so the sum on the diagonal runs over all of `V`. The Laplacian of the free region alone would lack the field from the frozen spins, and would still annihilate the uniform vector.

## Torque and restriction to the free spins

```lean
/-- The Laplacian compares the deviation of each spin with those of its partners. -/
theorem exchangeLaplacian_mulVec (J : V → V → ℝ) (x : V → ℝ) (i : V) :
    (exchangeLaplacian J *ᵥ x) i = ∑ j, J i j * (x i - x j) := by
  rw [exchangeLaplacian, Matrix.sub_mulVec, Pi.sub_apply, Matrix.mulVec_diagonal]
  simp only [Matrix.mulVec, dotProduct, Matrix.of_apply, mul_sub, Finset.sum_sub_distrib,
    Finset.sum_mul]
```

This is the difference form of \(Lx\). The proof expands the diagonal part and the coupling part and distributes the sums.

```lean
/-- Spins with transverse components `u`, `v` and common longitudinal component `S` feel, in their
exchange field, a torque whose `x` component is `S` times the exchange Laplacian applied to `v`, and
whose `y` component is minus `S` times the exchange Laplacian applied to `u`. -/
theorem transverse_torque (J : V → V → ℝ) (S : ℝ) (u v : V → ℝ) (i : V) :
    (![u i, v i, S] ⨯₃ (∑ j, J i j • ![u j, v j, S])) 0 = S * (exchangeLaplacian J *ᵥ v) i ∧
    (![u i, v i, S] ⨯₃ (∑ j, J i j • ![u j, v j, S])) 1
      = -(S * (exchangeLaplacian J *ᵥ u) i) := by
  have hs : ∑ j, J i j • ![u j, v j, S]
      = ![∑ j, J i j * u j, ∑ j, J i j * v j, (∑ j, J i j) * S] := by
    ext k
    fin_cases k <;> simp [Finset.sum_apply, Finset.sum_mul]
  have e (x : V → ℝ) : (exchangeLaplacian J *ᵥ x) i
      = (∑ j, J i j) * x i - ∑ j, J i j * x j := by
    rw [exchangeLaplacian_mulVec]
    simp only [mul_sub, Finset.sum_sub_distrib, Finset.sum_mul]
  rw [hs, cross_apply, e, e]
  constructor
  · change v i * ((∑ j, J i j) * S) - S * (∑ j, J i j * v j) = _
    ring
  · change S * (∑ j, J i j * u j) - u i * ((∑ j, J i j) * S) = _
    ring
```

The vector `![u i, v i, S]` is a tilted spin, and components `0` and `1` of the cross product are the \(x\) and \(y\) torques. The common `S` contains the linearisation; once it is adopted, the identities hold for any real couplings. The step `hs` computes the exchange field, `e` splits the Laplacian into its two sums, and `ring` compares the results. The theorem concerns the torque only, and the precession law that turns it into motion is physical input.

```lean
/-- A quantity that vanishes on the frozen spins is summed over the free spins only. -/
theorem sum_free (F : Finset V) (f : V → ℝ) (hf : ∀ i ∈ F, f i = 0) :
    ∑ i, f i = ∑ i : {i // i ∉ F}, f i :=
  (Finset.sum_subset (Finset.subset_univ Fᶜ)
    (fun j _ hj => hf j (by simpa using hj))).symm.trans
    (Finset.sum_subtype Fᶜ (fun _ => Finset.mem_compl) f)

/-- If the frozen spins do not deviate, the full Laplacian acts on the free spins as the
matrix with the frozen rows and columns deleted. -/
theorem exchangeLaplacian_frozen (J : V → V → ℝ) (F : Finset V) (x : V → ℝ)
    (y : {i // i ∉ F} → ℝ) (hx : ∀ i ∈ F, x i = 0) (hy : ∀ k : {i // i ∉ F}, x k = y k)
    (i : {i // i ∉ F}) :
    (exchangeLaplacian J *ᵥ x) i = (frozenLaplacian J F *ᵥ y) i := by
  change ∑ j, exchangeLaplacian J i j * x j
    = ∑ k : {i // i ∉ F}, exchangeLaplacian J i k * y k
  refine (sum_free F (fun j => exchangeLaplacian J i j * x j)
    (fun j hj => by simp [hx j hj])).trans (Finset.sum_congr rfl fun k _ => ?_)

  rw [hy k]
```

The first lemma discards terms that vanish on `F`. The second applies it to a row of the Laplacian: if `x` is zero on the frozen spins and agrees with `y` on the free ones, the full matrix acts on each free spin exactly as `frozenLaplacian` does. This justifies using the truncated matrix for the constrained dynamics.

## Energy and positive definiteness

```lean
/-- For symmetric couplings the quadratic form of the Laplacian is half the sum, over ordered
pairs, of coupling times squared difference of deviations. -/
theorem exchange_energy (J : V → V → ℝ) (hJ : ∀ i j, J i j = J j i) (x : V → ℝ) :
    x ⬝ᵥ exchangeLaplacian J *ᵥ x = (1 / 2) * ∑ i, ∑ j, J i j * (x i - x j) ^ 2 := by
  have h1 : x ⬝ᵥ exchangeLaplacian J *ᵥ x = ∑ i, ∑ j, J i j * (x i * (x i - x j)) := by
    simp only [dotProduct, exchangeLaplacian_mulVec, Finset.mul_sum]
    exact Finset.sum_congr rfl fun i _ => Finset.sum_congr rfl fun j _ => by ring
  -- exchange the two ends of every bond
  have h2 : x ⬝ᵥ exchangeLaplacian J *ᵥ x = ∑ i, ∑ j, J i j * (x j * (x j - x i)) := by
    rw [h1, Finset.sum_comm]
    exact Finset.sum_congr rfl fun i _ => Finset.sum_congr rfl fun j _ => by rw [hJ j i]
  have h3 : ∑ i, ∑ j, J i j * (x i - x j) ^ 2 = ∑ i, ∑ j, J i j * (x i * (x i - x j))
      + ∑ i, ∑ j, J i j * (x j * (x j - x i)) := by
    simp only [← Finset.sum_add_distrib]
    exact Finset.sum_congr rfl fun i _ => Finset.sum_congr rfl fun j _ => by ring
  linarith
```

The value of this quadratic form is twice the second-order energy cost of a deviation along one transverse axis. The steps `h1` and `h2` are the two forms of the double sum, related by `Finset.sum_comm` and the symmetry of `J`. Step `h3` adds them, and `linarith` extracts the factor one half.

```lean
/-- In a connected ferromagnet, freezing a nonempty set of spins leaves a positive definite
matrix for the free ones. -/
theorem frozenLaplacian_posDef {G : SimpleGraph V} {J : V → V → ℝ} (hG : G.Connected)
    (hJ : IsFerromagnet G J) {F : Finset V} (hF : F.Nonempty) :
    (frozenLaplacian J F).PosDef := by
  have hherm : (exchangeLaplacian J).IsHermitian :=
    (Matrix.isHermitian_diagonal _).sub
      (Matrix.IsHermitian.ext fun i j => by simpa using hJ.symm j i)
  refine Matrix.posDef_iff_dotProduct_mulVec.mpr ⟨hherm.submatrix _, fun {y} hy => ?_⟩
  -- extend the deviation by zero to the frozen spins
  let x : V → ℝ := fun i => if h : i ∉ F then y ⟨i, h⟩ else 0
  have hx : ∀ i ∈ F, x i = 0 := fun i hi => by simp [x, hi]
  have hxy : ∀ k : {i // i ∉ F}, x k = y k := fun k => by simp [x, k.2]
  have hE : y ⬝ᵥ frozenLaplacian J F *ᵥ y = x ⬝ᵥ exchangeLaplacian J *ᵥ x := by
    symm
    refine (sum_free F (fun j => x j * (exchangeLaplacian J *ᵥ x) j)
      (fun j hj => by simp [hx j hj])).trans (Finset.sum_congr rfl fun k _ => ?_)

    rw [hxy k, exchangeLaplacian_frozen J F x y hx hxy k]
  have hn : ∀ i j, 0 ≤ J i j * (x i - x j) ^ 2 := fun i j => by
    by_cases h : G.Adj i j
    · exact mul_nonneg (hJ.pos i j h).le (sq_nonneg _)
    · simp [hJ.zero i j h]
  have hs : 0 ≤ ∑ i, ∑ j, J i j * (x i - x j) ^ 2 :=
    Finset.sum_nonneg fun i _ => Finset.sum_nonneg fun j _ => hn i j
  rw [star_trivial, hE, exchange_energy J hJ.symm]
  refine mul_pos (by norm_num) (lt_of_le_of_ne hs fun h0 => hy ?_)
  -- zero energy makes the deviation equal across each bond, hence everywhere
  have hadj : ∀ i j, G.Adj i j → x i = x j := fun i j h => by
    have h1 := (Finset.sum_eq_zero_iff_of_nonneg
      (fun i _ => Finset.sum_nonneg fun j _ => hn i j)).mp h0.symm i (Finset.mem_univ i)
    have h2 := (Finset.sum_eq_zero_iff_of_nonneg
      (fun j _ => hn i j)).mp h1 j (Finset.mem_univ j)
    have h3 := (mul_eq_zero.mp h2).resolve_left (hJ.pos i j h).ne'
    exact sub_eq_zero.mp (pow_eq_zero_iff (two_ne_zero)|>.mp h3)
  have hall : ∀ i j, x i = x j := fun i j => by
    obtain ⟨p⟩ := hG.preconnected i j
    induction p with
    | nil => rfl
    | cons h _ ih => exact (hadj _ _ h).trans ih
  obtain ⟨f, hf⟩ := hF
  funext k
  rw [← hxy k, hall k f, hx f hf]
  rfl
```

`PosDef` means that the matrix is Hermitian and that its quadratic form is positive on every nonzero vector. The local definition `x` extends `y` by zero, and `hE` equates the two energies. Nonnegativity of the terms is `hn`. If the total were zero, `hadj` would give equal deviations across each bond, and `hall` would carry the equality along a walk by induction. Comparison with a frozen spin `f` then gives `y = 0`, a contradiction. The theorem allows every spin to be frozen, in which case there is no nonzero vector to test.

```lean
/-- In a connected ferromagnet with a nonempty frozen set, every eigenvalue of the matrix for
the free spins is strictly positive. -/
theorem frozen_mode_pos {G : SimpleGraph V} {J : V → V → ℝ} (hG : G.Connected)
    (hJ : IsFerromagnet G J) {F : Finset V} (hF : F.Nonempty) {μ : ℝ}
    {y : {i // i ∉ F} → ℝ} (hy : y ≠ 0) (hev : frozenLaplacian J F *ᵥ y = μ • y) : 0 < μ := by
  have hpos := (frozenLaplacian_posDef hG hJ hF).dotProduct_mulVec_pos hy
  rw [star_trivial, hev, dotProduct_smul, smul_eq_mul] at hpos
  have h0 : 0 ≤ y ⬝ᵥ y := Finset.sum_nonneg fun i _ => mul_self_nonneg (y i)
  by_contra h
  nlinarith [mul_nonneg (neg_nonneg.mpr (not_lt.mp h)) h0]
```

Here `y` is an eigenvector with eigenvalue `μ`. Positive definiteness gives \(0<\mu\,(y\cdot y)\), and since \(y\cdot y\ge0\), `μ` must be positive. No free mode of zero frequency remains when \(S>0\).

## The strictly positive minimum

```lean
/-- In a connected ferromagnet the full Laplacian annihilates the uniform vector. Freezing a
nonempty proper set of spins leaves a positive definite matrix, whose quadratic form has a
strictly positive minimum `Δ`, attained, over normalised deviations of the free spins. -/
theorem freezing_opens_gap {G : SimpleGraph V} {J : V → V → ℝ} (hG : G.Connected)
    (hJ : IsFerromagnet G J) {F : Finset V} (hF : F.Nonempty) (hF' : F ≠ Finset.univ) :
    exchangeLaplacian J *ᵥ (fun _ => 1) = 0 ∧ (frozenLaplacian J F).PosDef ∧
    ∃ Δ : ℝ, 0 < Δ ∧ (∃ y, y ⬝ᵥ y = 1 ∧ y ⬝ᵥ frozenLaplacian J F *ᵥ y = Δ) ∧
      ∀ z, z ⬝ᵥ z = 1 → Δ ≤ z ⬝ᵥ frozenLaplacian J F *ᵥ z := by
  have hP := frozenLaplacian_posDef hG hJ hF
  refine ⟨by funext i; simp [exchangeLaplacian_mulVec], hP, ?_⟩
  -- a proper frozen set leaves at least one free spin
  obtain ⟨i₀⟩ : Nonempty {i // i ∉ F} := by
    by_contra h
    exact hF' (Finset.eq_univ_iff_forall.mpr fun i => by_contra fun hi => h ⟨⟨i, hi⟩⟩)
  -- the normalised deviations form a compact set
  have hK : IsCompact {y : {i // i ∉ F} → ℝ | y ⬝ᵥ y = 1} := by
    refine (isCompact_closedBall (0 : {i // i ∉ F} → ℝ) 1).of_isClosed_subset
      (isClosed_eq (by simp only [dotProduct]; fun_prop) continuous_const) fun y hy => ?_
    rw [mem_closedBall_zero_iff, pi_norm_le_iff_of_nonneg zero_le_one]
    intro i
    have h1 : y i * y i ≤ ∑ j, y j * y j :=
      Finset.single_le_sum (f := fun j => y j * y j)
        (fun j _ => mul_self_nonneg (y j)) (Finset.mem_univ i)
    have h2 : ∑ j, y j * y j = 1 := hy
    rw [Real.norm_eq_abs, abs_le]
    constructor <;> nlinarith
  have hc : Continuous fun y : {i // i ∉ F} → ℝ => y ⬝ᵥ frozenLaplacian J F *ᵥ y := by
    simp only [dotProduct, Matrix.mulVec]
    fun_prop
  obtain ⟨y, hy, hmin⟩ := hK.exists_isMinOn ⟨Pi.single i₀ 1, by simp⟩ hc.continuousOn
  have hy1 : y ⬝ᵥ y = 1 := hy
  have hpos := hP.dotProduct_mulVec_pos (x := y) (fun h => by simp [h] at hy1)
  rw [star_trivial] at hpos
  exact ⟨_, hpos, ⟨y, hy1, rfl⟩, fun z hz => isMinOn_iff.mp hmin z hz⟩

end FrozenSpinGap
```

The final theorem has three parts: the uniform vector is annihilated by the full Laplacian, the truncated matrix is positive definite, and its quadratic form has a positive minimum `Δ` over normalised deviations, attained by some `y`. The hypothesis `F ≠ Finset.univ` supplies a free spin `i₀`, whose unit vector shows that the set of normalised deviations is nonempty. Compactness, `hK`, follows because this set is closed and each component lies between \(-1\) and \(1\). After `hc` has established continuity, `exists_isMinOn` provides the minimiser, and positive definiteness makes its value positive.

For simulation practice this means that the mere presence of a gap in a calculation with a frozen environment is no evidence of anisotropy: in linearised motion, a finite connected classical model with purely isotropic ferromagnetic exchange has such a gap too. The theorem gives no estimate of the size of `Δ`, and it does not treat quantum corrections, large tilts or competing couplings.

```lean
#print axioms FrozenSpinGap.transverse_torque
#print axioms FrozenSpinGap.frozen_mode_pos
#print axioms FrozenSpinGap.freezing_opens_gap
```

```
'FrozenSpinGap.transverse_torque' depends on axioms: [propext, Classical.choice, Quot.sound]
'FrozenSpinGap.frozen_mode_pos' depends on axioms: [propext, Classical.choice, Quot.sound]
'FrozenSpinGap.freezing_opens_gap' depends on axioms: [propext, Classical.choice, Quot.sound]
```

## Components without a frozen spin

Take two spins with no bond between them and freeze one. The remaining matrix is the single number \(0\), and the free spin can turn at no cost. The gap is missing because the free spin forms a connected component that contains no frozen spin: the uniform deviation of such a component always has zero energy.

Conversely, the argument by hand needs less than a connected graph. If every component contains at least one frozen spin, zero energy makes the deviation uniform on each component, the frozen spin there fixes its value at zero, and \(L_F\) is again positive definite. A magnet made of several separate clusters therefore acquires a gap when each cluster has a frozen spin and at least one spin is left free.
